# For three points on a line, not all coincident, the products of separation signs sum to one

Take three real positions `a`, `b`, `c` on a line, not all equal, though two may coincide. For each point, multiply the signs of its separations from the other two, counting the sign of zero as zero; the three products add up to 1. When the points are distinct, the two outer ones give +1 each and the middle one −1. The proof compares each pair as less, equal or greater, which makes 27 cases, puts in the signs, and leaves each case to a `first` list of closing tactics.

Lean 4 with Mathlib refuses this proof:

```lean
import Mathlib

open Filter Topology

namespace ThreeBodyIdentity

noncomputable section

/-- Three-body identity: for three points on the line that do not all coincide, the products of
the signs of the separations seen from each point add up to one. -/
theorem three_body_identity (a b c : ℝ) (h : ¬(a = b ∧ b = c)) :
    Real.sign (a - b) * Real.sign (a - c) + Real.sign (b - a) * Real.sign (b - c)
      + Real.sign (c - a) * Real.sign (c - b) = 1 := by
  have hs : ∀ u v : ℝ, (u < v ∧ Real.sign (u - v) = -1 ∧ Real.sign (v - u) = 1) ∨
      (u = v ∧ Real.sign (u - v) = 0 ∧ Real.sign (v - u) = 0) ∨
      (v < u ∧ Real.sign (u - v) = 1 ∧ Real.sign (v - u) = -1) := by
    intro u v
    rcases lt_trichotomy u v with h | h | h
    · exact Or.inl ⟨h, Real.sign_of_neg (by linarith), Real.sign_of_pos (by linarith)⟩
    · exact Or.inr (Or.inl ⟨h, by simp [h], by simp [h]⟩)
    · exact Or.inr (Or.inr ⟨h, Real.sign_of_pos (by linarith), Real.sign_of_neg (by linarith)⟩)
  -- each ordering is impossible, excluded by `h`, or a numerical check
  rcases hs a b with ⟨h1, p1, q1⟩ | ⟨h1, p1, q1⟩ | ⟨h1, p1, q1⟩ <;>
  rcases hs b c with ⟨h2, p2, q2⟩ | ⟨h2, p2, q2⟩ | ⟨h2, p2, q2⟩ <;>
  rcases hs a c with ⟨h3, p3, q3⟩ | ⟨h3, p3, q3⟩ | ⟨h3, p3, q3⟩ <;>
  rw [p1, q1, p2, q2, p3, q3] <;>
  first
  | (exfalso; linarith)
  | exact absurd ⟨h1, h2⟩ h
  | norm_num

end

end ThreeBodyIdentity
```

Compiling this gives:

```
Main.lean:29:18: error: Application type mismatch: The argument
  h1
has type
  a < b
but is expected to have type
  a = b
in the application
  And.intro h1
Main.lean:29:18: error: Application type mismatch: The argument
  h1
has type
  a < b
but is expected to have type
  a = b
in the application
  And.intro h1
Main.lean:29:18: error: Application type mismatch: The argument
  h1
has type
  a < b
but is expected to have type
  a = b
in the application
  And.intro h1
Main.lean:29:18: error: Application type mismatch: The argument
  h1
has type
  a < b
but is expected to have type
  a = b
in the application
  And.intro h1
Main.lean:29:18: error: Application type mismatch: The argument
  h1
has type
  a < b
but is expected to have type
  a = b
in the application
  And.intro h1
Main.lean:29:22: error: Application type mismatch: The argument
  h2
has type
  b < c
but is expected to have type
  b = c
in the application
  ⟨h1, h2⟩
Main.lean:29:22: error: Application type mismatch: The argument
  h2
has type
  c < b
but is expected to have type
  b = c
in the application
  ⟨h1, h2⟩
Main.lean:29:18: error: Application type mismatch: The argument
  h1
has type
  b < a
but is expected to have type
  a = b
in the application
  And.intro h1
Main.lean:29:18: error: Application type mismatch: The argument
  h1
has type
  b < a
but is expected to have type
  a = b
in the application
  And.intro h1
Main.lean:29:18: error: Application type mismatch: The argument
  h1
has type
  b < a
but is expected to have type
  a = b
in the application
  And.intro h1
Main.lean:29:18: error: Application type mismatch: The argument
  h1
has type
  b < a
but is expected to have type
  a = b
in the application
  And.intro h1
Main.lean:29:18: error: Application type mismatch: The argument
  h1
has type
  b < a
but is expected to have type
  a = b
in the application
  And.intro h1
```

Of the 27 cases, 14 are contradictory and fall to `linarith`. The other 13 are the real orderings, and only the one with all points equal is excluded by `h`. The twelve messages are the remaining twelve: `absurd ⟨h1, h2⟩ h` needs `a = b` and `b = c`, but at least one of `h1`, `h2` is a strict inequality.

One would expect `first` to pass over such a failure and go on to `norm_num`. But Lean can't read the pair `⟨h1, h2⟩` until `h` has told it the type, so it puts the pair off. The mismatch found on returning to it is logged as an error and doesn't make the alternative fail, so `norm_num` is never tried.

The repair puts `norm_num` before `absurd`. It settles the twelve cases by arithmetic, and `done` insists that no goal be left. Where all points coincide the sum is 0, `norm_num` can't prove it equal to 1, and `absurd` gets the two equalities it needs. The changed comment is mere tidying.

The change, after which it compiles:

```diff
@@ -20,5 +20,5 @@
     · exact Or.inr (Or.inl ⟨h, by simp [h], by simp [h]⟩)
     · exact Or.inr (Or.inr ⟨h, Real.sign_of_pos (by linarith), Real.sign_of_neg (by linarith)⟩)
-  -- each ordering is impossible, excluded by `h`, or a numerical check
+  -- each ordering is impossible, a numerical check, or excluded by `h`
   rcases hs a b with ⟨h1, p1, q1⟩ | ⟨h1, p1, q1⟩ | ⟨h1, p1, q1⟩ <;>
   rcases hs b c with ⟨h2, p2, q2⟩ | ⟨h2, p2, q2⟩ | ⟨h2, p2, q2⟩ <;>
@@ -27,6 +27,6 @@
   first
   | (exfalso; linarith)
+  | (norm_num; done)
   | exact absurd ⟨h1, h2⟩ h
-  | norm_num
 
 end
```
